# In exact diagonalisation, non-interacting monomers have zero counterpoise interaction, and truncated monomer references can only add spurious binding

Take a monomer with two orthonormal basis functions of energy zero, coupled by a matrix element 1. In the first function alone its energy is 0; with both, the antisymmetric combination lies lower. If a dimer calculation gives each monomer both functions but the monomer references use only one, subtraction counts this lowering as binding, even though nothing interacts.

In general, let $A$ and $B$ be finite Hamiltonian matrices for the monomers, each in its full orthonormal basis of own and ghost functions. For a state $x$, write

$$w(x)=\sum_i|x_i|^2,\quad \langle A\rangle_x=\mathrm{Re}\,(x^\dagger Ax),\quad R_A(x)=\frac{\langle A\rangle_x}{w(x)},\quad E(A)=\inf_{x\ne0}R_A(x).$$

These are `weight`, `expect`, `rayleigh` and `groundEnergy`. For a dimer matrix $H$, the interaction energy is $I(H;A,B)=E(H)-E(A)-E(B)$. For Hermitian matrices each $E$ is the lowest eigenvalue, as found by exact diagonalisation; a method that is not size-consistent, such as truncated configuration interaction, need not give zero for non-interacting monomers. An index map `e` selects a monomer's own functions, and `HasGroundStateIn e A` says that some ground state vanishes on all the others.

```lean
import Mathlib

open Matrix
open scoped Kronecker

namespace CounterpoiseDimer

noncomputable section

variable {m n p q d : Type*} [Fintype m] [Fintype n] [Fintype p] [Fintype q] [Fintype d]

/-- The squared norm of a state vector. -/
def weight (x : n → ℂ) : ℝ := ∑ i, ‖x i‖ ^ 2

/-- The real part of the unnormalised expectation value of `A` in the state `x`. -/
def expect (A : Matrix n n ℂ) (x : n → ℂ) : ℝ := (star x ⬝ᵥ A *ᵥ x).re

/-- The Rayleigh quotient of `A` in the state `x`, meant for `x ≠ 0`. -/
def rayleigh (A : Matrix n n ℂ) (x : n → ℂ) : ℝ := expect A x / weight x

/-- The ground energy: the infimum of the Rayleigh quotients over nonzero states,
meant for a nonempty basis. -/
def groundEnergy (A : Matrix n n ℂ) : ℝ := sInf (rayleigh A '' {x | x ≠ 0})

/-- The interaction energy: ground energy of the dimer minus those of the two monomers,
each monomer being given in a basis of its own choice. -/
def interactionEnergy (H : Matrix d d ℂ) (A : Matrix p p ℂ) (B : Matrix q q ℂ) : ℝ :=
  groundEnergy H - groundEnergy A - groundEnergy B

/-- Some nonzero state built only from the basis functions selected by `e` has the
ground energy of `A` as its Rayleigh quotient. -/
def HasGroundStateIn (e : p → m) (A : Matrix m m ℂ) : Prop :=
  ∃ x : m → ℂ, x ≠ 0 ∧ (∀ i ∉ Set.range e, x i = 0) ∧ rayleigh A x = groundEnergy A
```

## (a) Expectation values of a Hermitian matrix

Show that taking the real part loses nothing if $A^\dagger=A$: $\langle A\rangle_x=x^\dagger Ax$.

**Solution.** Conjugation gives $(x^\dagger Ax)^*=x^\dagger A^\dagger x=x^\dagger Ax$, so the number is real. The energy theorems below need no Hermiticity, but their physical reading does.

```lean
/-- For a Hermitian matrix the expectation value is real, so that `expect` is all of it. -/
theorem expect_of_isHermitian {A : Matrix n n ℂ} (hA : A.IsHermitian) (x : n → ℂ) :
    ((expect A x : ℝ) : ℂ) = star x ⬝ᵥ A *ᵥ x := by
  apply Complex.conj_eq_iff_re.mp
  calc star (star x ⬝ᵥ A *ᵥ x) = star (A *ᵥ x) ⬝ᵥ x := (Matrix.star_dotProduct _ _).symm
    _ = star x ⬝ᵥ A *ᵥ x := by rw [Matrix.star_mulVec, hA.eq, ← Matrix.dotProduct_mulVec]
```

## (b) The norm of a nonzero state

Show that $w(x)>0$ for $x\neq0$.

**Solution.** Some $x_i\ne0$ contributes $|x_i|^2>0$, and no other term is negative.

```lean
/-- A nonzero state has positive squared norm. -/
theorem weight_pos {x : n → ℂ} (hx : x ≠ 0) : 0 < weight x := by
  obtain ⟨i, hi⟩ := Function.ne_iff.mp hx
  have hi' : 0 < ‖x i‖ := norm_pos_iff.mpr hi
  exact Finset.sum_pos' (fun j _ => by positivity) ⟨i, Finset.mem_univ i, by positivity⟩
```

## (c) Rescaling a state

For complex $c$, show that $\langle A\rangle_{cx}=|c|^2\langle A\rangle_x$ and $w(cx)=|c|^2w(x)$.

**Solution.** The first follows from $(cx)^\dagger A(cx)=c^*c\,x^\dagger Ax$, the second from $|cx_i|^2=|c|^2|x_i|^2$.

```lean
/-- Scaling a state by `c` multiplies its expectation value and its squared norm
by `‖c‖ ^ 2`. -/
theorem scaling (A : Matrix n n ℂ) (c : ℂ) (x : n → ℂ) :
    expect A (c • x) = ‖c‖ ^ 2 * expect A x ∧ weight (c • x) = ‖c‖ ^ 2 * weight x := by
  constructor
  · unfold expect
    rw [Matrix.mulVec_smul, star_smul, smul_dotProduct, dotProduct_smul, smul_eq_mul,
      smul_eq_mul, ← mul_assoc, Complex.star_def, Complex.conj_mul', ← Complex.ofReal_pow,
      Complex.re_ofReal_mul]
  · simp [weight, mul_pow, Finset.mul_sum]
```

## (d) The variational principle

In a nonempty basis, show that a nonzero state attains $E(A)$, and that $E(A)\,w(x)\le\langle A\rangle_x$ for every $x$.

**Solution.** $R_A$ is continuous on the compact unit sphere (Lean uses the maximum norm), so it has a minimiser $a$ there. By (c), rescaling any $x\neq0$ onto the sphere preserves $R_A(x)$. Hence $R_A(a)\le R_A(x)$, which is `hall`, and $E(A)=R_A(a)$. Multiply by $w(x)>0$; for $x=0$ both sides vanish.

```lean
/-- Variational principle: in a nonempty finite basis the ground energy is attained by a nonzero
state, and its product with the squared norm of any state bounds the unnormalised expectation value
in that state from below. -/
theorem variational [Nonempty n] (A : Matrix n n ℂ) :
    (∃ x, x ≠ 0 ∧ rayleigh A x = groundEnergy A) ∧
      ∀ x, groundEnergy A * weight x ≤ expect A x := by
  have hE : Continuous (expect A) := by
    change Continuous fun x : n → ℂ => (∑ i, star (x i) * ∑ j, A i j * x j).re
    exact Complex.continuous_re.comp (by fun_prop)
  have hw : Continuous (weight : (n → ℂ) → ℝ) := by
    change Continuous fun x : n → ℂ => ∑ i, ‖x i‖ ^ 2
    fun_prop
  have hne : ∀ x ∈ Metric.sphere (0 : n → ℂ) 1, x ≠ 0 := by
    rintro x hx rfl
    simp at hx
  have hc : ContinuousOn (rayleigh A) (Metric.sphere (0 : n → ℂ) 1) :=
    hE.continuousOn.div hw.continuousOn fun x hx => (weight_pos (hne x hx)).ne'
  -- a minimiser exists on the compact unit sphere
  obtain ⟨a, ha, hmin⟩ := (isCompact_sphere (0 : n → ℂ) 1).exists_isMinOn
    (NormedSpace.sphere_nonempty.mpr zero_le_one) hc
  -- scale invariance extends the bound to all nonzero states
  have hall : ∀ x, x ≠ 0 → rayleigh A a ≤ rayleigh A x := by
    intro x hx
    have hn : ‖x‖ ≠ 0 := norm_ne_zero_iff.mpr hx
    have h0 : ((‖x‖⁻¹ : ℝ) : ℂ) ≠ 0 := Complex.ofReal_ne_zero.mpr (inv_ne_zero hn)
    have hs : ((‖x‖⁻¹ : ℝ) : ℂ) • x ∈ Metric.sphere (0 : n → ℂ) 1 := by
      rw [mem_sphere_zero_iff_norm, norm_smul, Complex.norm_real, norm_inv, norm_norm,
        inv_mul_cancel₀ hn]
    have h : rayleigh A a ≤ rayleigh A (((‖x‖⁻¹ : ℝ) : ℂ) • x) := hmin hs
    have hr : rayleigh A (((‖x‖⁻¹ : ℝ) : ℂ) • x) = rayleigh A x := by
      unfold rayleigh
      rw [(scaling A _ x).1, (scaling A _ x).2]
      exact mul_div_mul_left _ _ (pow_ne_zero 2 (norm_ne_zero_iff.mpr h0))
    rwa [hr] at h
  have hg : groundEnergy A = rayleigh A a :=
    IsLeast.csInf_eq ⟨⟨a, hne a ha, rfl⟩, by rintro _ ⟨x, hx, rfl⟩; exact hall x hx⟩
  refine ⟨⟨a, hne a ha, hg.symm⟩, fun x => ?_⟩
  by_cases hx : x = 0
  · simp [hx, weight, expect]
  · rw [hg]
    exact (le_div_iff₀ (weight_pos hx)).mp (hall x hx)
```

## (e) States built from own functions

Let $e$ be injective and $(A_e)_{kl}=A_{e(k)e(l)}$, the principal submatrix `A.submatrix e e`. If $x\ne0$ vanishes outside the range of $e$, show that $R_{A_e}(x\circ e)=R_A(x)$.

**Solution.** In $\sum_{ij}x_i^*A_{ij}x_j$ only $i=e(k)$, $j=e(l)$ survive, each once by injectivity. The same holds for $w(x)$.

```lean
/-- A state built only from the selected, distinct basis functions has the same Rayleigh
quotient in the truncated basis as in the full one. -/
theorem rayleigh_submatrix (A : Matrix m m ℂ) {e : p → m} (he : Function.Injective e)
    (x : m → ℂ) (hx : ∀ i ∉ Set.range e, x i = 0) :
    rayleigh (A.submatrix e e) (x ∘ e) = rayleigh A x := by
  have hE : expect (A.submatrix e e) (x ∘ e) = expect A x := by
    change (∑ k, star (x (e k)) * ∑ l, A (e k) (e l) * x (e l)).re =
      (∑ i, star (x i) * ∑ j, A i j * x j).re
    congr 1
    refine Fintype.sum_of_injective e he _ _ (fun i hi => by simp [hx i hi]) fun k => ?_
    exact congrArg (star (x (e k)) * ·) (Fintype.sum_of_injective e he _ _
      (fun j hj => by simp [hx j hj]) fun l => rfl)
  have hw : weight (x ∘ e) = weight x :=
    Fintype.sum_of_injective e he _ _ (fun i hi => by simp [hx i hi]) fun k => rfl
  rw [rayleigh, rayleigh, hE, hw]
```

## (f) Truncating the basis

For a nonempty selection, show that $E(A)\le E(A_e)$, with equality exactly when a ground state of $A$ lies in the selected functions.

**Solution.** Extend a ground state of $A_e$ by zero to $x$. By (e), $E(A_e)=R_A(x)\ge E(A)$; under equality $x$ is the required ground state. Conversely, if $z$ is a ground state of $A$ in the selected functions, then $E(A_e)\le R_{A_e}(z\circ e)=R_A(z)=E(A)$.

```lean
/-- Truncating to a nonempty set of distinct basis functions never lowers the ground energy,
and leaves it unchanged exactly when these functions support a ground state. -/
theorem groundEnergy_submatrix [Nonempty p] (A : Matrix m m ℂ) {e : p → m}
    (he : Function.Injective e) :
    groundEnergy A ≤ groundEnergy (A.submatrix e e) ∧
      (groundEnergy (A.submatrix e e) = groundEnergy A ↔ HasGroundStateIn e A) := by
  have : Nonempty m := ⟨e (Classical.arbitrary p)⟩
  obtain ⟨⟨y, hy, hyE⟩, hsub⟩ := variational (A.submatrix e e)
  have hA := (variational A).2
  -- extend the truncated ground state by zero
  obtain ⟨x, hxe, hx0⟩ : ∃ x : m → ℂ, x ∘ e = y ∧ ∀ i ∉ Set.range e, x i = 0 :=
    ⟨Function.extend e y 0, funext fun k => he.extend_apply y 0 k,
      fun i hi => Function.extend_apply' y (0 : m → ℂ) i hi⟩
  have hx : x ≠ 0 := by
    intro h
    apply hy
    rw [← hxe, h]
    rfl
  have hxE : rayleigh A x = groundEnergy (A.submatrix e e) := by
    rw [← rayleigh_submatrix A he x hx0, hxe, hyE]
  have hle : groundEnergy A ≤ groundEnergy (A.submatrix e e) := by
    rw [← hxE]
    exact (le_div_iff₀ (weight_pos hx)).mpr (hA x)
  refine ⟨hle, fun h => ⟨x, hx, hx0, hxE.trans h⟩, ?_⟩
  rintro ⟨z, hz, hz0, hzE⟩
  have hze : z ∘ e ≠ 0 := by
    intro h
    apply hz
    funext i
    by_cases hi : i ∈ Set.range e
    · obtain ⟨k, rfl⟩ := hi
      exact congrFun h k
    · exact hz0 i hi
  refine le_antisymm ?_ hle
  rw [← hzE, ← rayleigh_submatrix A he z hz0]
  exact (le_div_iff₀ (weight_pos hze)).mpr (hsub _)
```

## (g) Slicing the dimer state

Let $H=A\otimes1+1\otimes B$ act on amplitudes $x_{ij}$. Show that

$$\langle H\rangle_x=\sum_j\langle A\rangle_{x_{\cdot j}}+\sum_i\langle B\rangle_{x_{i\cdot}}.$$

**Solution.** `hmul` is the identity $(Hx)_{ij}=\sum_kA_{ik}x_{kj}+\sum_lB_{jl}x_{il}$. Multiply by $x_{ij}^*$, sum, and take real parts.

```lean
variable [DecidableEq m] [DecidableEq n]

/-- The Hamiltonian `A ⊗ 1 + 1 ⊗ B` of two monomers that do not interact. -/
def dimer (A : Matrix m m ℂ) (B : Matrix n n ℂ) : Matrix (m × n) (m × n) ℂ :=
  A ⊗ₖ (1 : Matrix n n ℂ) + (1 : Matrix m m ℂ) ⊗ₖ B

/-- The dimer expectation value is the sum of monomer expectation values over the slices of
the state, in which the basis index of the other monomer is held fixed. -/
theorem expect_dimer (A : Matrix m m ℂ) (B : Matrix n n ℂ) (x : m × n → ℂ) :
    expect (dimer A B) x =
      ∑ j, expect A (fun i => x (i, j)) + ∑ i, expect B (fun j => x (i, j)) := by
  have hmul : ∀ i j, (dimer A B *ᵥ x) (i, j) =
      (A *ᵥ fun k => x (k, j)) i + (B *ᵥ fun l => x (i, l)) j := by
    intro i j
    have h1 : ((A ⊗ₖ (1 : Matrix n n ℂ)) *ᵥ x) (i, j) = (A *ᵥ fun k => x (k, j)) i := by
      simp [Matrix.mulVec, dotProduct, Fintype.sum_prod_type, Matrix.one_apply]
    have h2 : (((1 : Matrix m m ℂ) ⊗ₖ B) *ᵥ x) (i, j) = (B *ᵥ fun l => x (i, l)) j := by
      simp only [Matrix.mulVec, dotProduct, Fintype.sum_prod_type, Matrix.kroneckerMap_apply]
      rw [Finset.sum_comm]
      simp [Matrix.one_apply]
    rw [dimer, Matrix.add_mulVec, Pi.add_apply, h1, h2]
  have h : star x ⬝ᵥ dimer A B *ᵥ x =
      ∑ j, (star (fun i => x (i, j)) ⬝ᵥ A *ᵥ fun i => x (i, j)) +
        ∑ i, (star (fun j => x (i, j)) ⬝ᵥ B *ᵥ fun j => x (i, j)) := by
    simp only [dotProduct, Fintype.sum_prod_type, hmul, mul_add, Finset.sum_add_distrib,
      Pi.star_apply]
    congr 1
    exact Finset.sum_comm
  simp only [expect, h, Complex.add_re, Complex.re_sum]
```

## (h) Size consistency

For nonempty bases, show that $E(H)=E(A)+E(B)$.

**Solution.** Apply (d) to each slice in (g). The slice norms sum to $w(x)$ in either direction, so $\langle H\rangle_x\ge(E(A)+E(B))\,w(x)$. For the upper bound, take ground states $a,b$ and $x_{ij}=a_ib_j$:

$$\langle H\rangle_x=w(b)\langle A\rangle_a+w(a)\langle B\rangle_b=(E(A)+E(B))\,w(a)w(b).$$

```lean
/-- Size consistency: the ground energy of two monomers that do not interact, each with a
nonempty basis, is the sum of the monomer ground energies. -/
theorem groundEnergy_dimer [Nonempty m] [Nonempty n] (A : Matrix m m ℂ) (B : Matrix n n ℂ) :
    groundEnergy (dimer A B) = groundEnergy A + groundEnergy B := by
  obtain ⟨⟨a, ha, haE⟩, hA⟩ := variational A
  obtain ⟨⟨b, hb, hbE⟩, hB⟩ := variational B
  obtain ⟨⟨x, hx, hxE⟩, hD⟩ := variational (dimer A B)
  apply le_antisymm
  · -- upper bound: the product of the monomer ground states
    have h := hD (fun k => a k.1 * b k.2)
    have e1 : ∀ j, expect A (fun i => a i * b j) = ‖b j‖ ^ 2 * expect A a := by
      intro j
      rw [← (scaling A (b j) a).1]
      congr 1
      funext i
      exact mul_comm _ _
    have e2 : ∀ i, expect B (fun j => a i * b j) = ‖a i‖ ^ 2 * expect B b :=
      fun i => (scaling B (a i) b).1
    have hw : weight (fun k : m × n => a k.1 * b k.2) = weight a * weight b := by
      simp only [weight, Fintype.sum_prod_type, norm_mul, mul_pow, Finset.sum_mul_sum]
    rw [expect_dimer, hw] at h
    simp only [e1, e2, ← Finset.sum_mul] at h
    change _ ≤ weight b * expect A a + weight a * expect B b at h
    rw [(div_eq_iff (weight_pos ha).ne').mp haE, (div_eq_iff (weight_pos hb).ne').mp hbE] at h
    exact le_of_mul_le_mul_right (by linarith) (mul_pos (weight_pos ha) (weight_pos hb))
  · -- lower bound: the variational principle in every slice
    rw [← hxE]
    apply (le_div_iff₀ (weight_pos hx)).mpr
    have h1 : groundEnergy A * weight x ≤ ∑ j, expect A (fun i => x (i, j)) := by
      have hw : weight x = ∑ j, weight (fun i => x (i, j)) := by
        simp only [weight, Fintype.sum_prod_type]
        exact Finset.sum_comm
      rw [hw, Finset.mul_sum]
      exact Finset.sum_le_sum fun j _ => hA _
    have h2 : groundEnergy B * weight x ≤ ∑ i, expect B (fun j => x (i, j)) := by
      have hw : weight x = ∑ i, weight (fun j => x (i, j)) := by
        simp only [weight, Fintype.sum_prod_type]
      rw [hw, Finset.mul_sum]
      exact Finset.sum_le_sum fun i _ => hB _
    rw [expect_dimer, add_mul]
    exact add_le_add h1 h2
```

## (i) Two ways to subtract

With nonempty injective selections $e,f$, show that $I(H;A,B)=0$ and $I(H;A_e,B_f)\le0$, the latter vanishing exactly when both monomers have ground states in their own functions.

**Solution.** The first is (h). It also gives

$$I(H;A_e,B_f)=[E(A)-E(A_e)]+[E(B)-E(B_f)].$$

By (f) neither bracket is positive, so the sum vanishes only if both do.

In an actual counterpoise calculation, each monomer is run with its partner's basis functions present as ghosts, without the partner's nuclei or electrons. The model isolates the basis-set superposition error that arises when the monomer references leave these ghosts out, for non-interacting, distinguishable monomers in orthonormal bases; it has no exchange antisymmetry between them and does not address the accuracy of counterpoise for interacting ones.

```lean
/-- For monomers that do not interact, each with a nonempty basis, the counterpoise interaction
energy is zero. If the monomer energies are instead taken from nonempty sets of distinct own
functions, the interaction energy is nonpositive, and zero exactly when the own functions of each
monomer support a ground state of that monomer. -/
theorem counterpoise_exact [Nonempty p] [Nonempty q] (A : Matrix m m ℂ) (B : Matrix n n ℂ)
    {e : p → m} {f : q → n} (he : Function.Injective e) (hf : Function.Injective f) :
    interactionEnergy (dimer A B) A B = 0 ∧
      interactionEnergy (dimer A B) (A.submatrix e e) (B.submatrix f f) ≤ 0 ∧
      (interactionEnergy (dimer A B) (A.submatrix e e) (B.submatrix f f) = 0 ↔
        HasGroundStateIn e A ∧ HasGroundStateIn f B) := by
  have : Nonempty m := ⟨e (Classical.arbitrary p)⟩
  have : Nonempty n := ⟨f (Classical.arbitrary q)⟩
  obtain ⟨hA, hA'⟩ := groundEnergy_submatrix A he
  obtain ⟨hB, hB'⟩ := groundEnergy_submatrix B hf
  unfold interactionEnergy
  rw [groundEnergy_dimer]
  refine ⟨by ring, by linarith, fun h => ⟨hA'.mp (by linarith), hB'.mp (by linarith)⟩, ?_⟩
  rintro ⟨h1, h2⟩
  linarith [hA'.mpr h1, hB'.mpr h2]
```

## (j) The two-function monomer

For two copies of the opening monomer, `hop`, keep only function 0 in each reference. Show that the interaction energy is $-2$, in units of the coupling.

**Solution.** The truncated matrix is $(0)$, with energy 0. For the full one, $\langle A\rangle_x=2\,\mathrm{Re}(x_0^*x_1)\ge-w(x)$, because $|x_0+x_1|^2\ge0$; `nlinarith` receives this square as real and imaginary parts. The normalised state $(1,-1)/\sqrt2$ attains $-1$; Lean uses $(1,-1)$, with expectation value $-2$ and squared norm 2. By (h) the dimer energy is $-2$, and the references subtract nothing.

```lean
/-- A monomer with two basis functions of energy zero, coupled by a unit matrix element. -/
def hop : Matrix (Fin 2) (Fin 2) ℂ := !![0, 1; 1, 0]

/-- Two copies of `hop` that do not interact, with both functions of each in the dimer but only the
first in each monomer reference, show a spurious interaction energy of `-2`. -/
theorem spurious_binding :
    interactionEnergy (dimer hop hop) (hop.submatrix (fun _ : Fin 1 => 0) (fun _ : Fin 1 => 0))
      (hop.submatrix (fun _ : Fin 1 => 0) (fun _ : Fin 1 => 0)) = -2 := by
  have hsub : groundEnergy
      (hop.submatrix (fun _ : Fin 1 => 0) (fun _ : Fin 1 => 0)) = 0 := by
    obtain ⟨⟨x, _, hx⟩, _⟩ :=
      variational (hop.submatrix (fun _ : Fin 1 => 0) (fun _ : Fin 1 => 0))
    rw [← hx]
    simp [rayleigh, expect, hop, Matrix.mulVec, dotProduct]
  have hfull : groundEnergy hop = -1 := by
    obtain ⟨⟨x, hx, hxE⟩, h⟩ := variational hop
    apply le_antisymm
    · -- the antisymmetric combination has energy -1
      have h1 := h ![1, -1]
      have hw : weight (![1, -1] : Fin 2 → ℂ) = 2 := by
        norm_num [weight, Fin.sum_univ_two]
      have he : expect hop ![1, -1] = -2 := by
        norm_num [expect, hop, Matrix.mulVec, dotProduct, Fin.sum_univ_two]
      rw [hw, he] at h1
      linarith
    · rw [← hxE]
      apply (le_div_iff₀ (weight_pos hx)).mpr
      simp only [weight, expect, hop, Matrix.mulVec, dotProduct, Fin.sum_univ_two,
        Complex.sq_norm, Complex.normSq_apply]
      simp
      nlinarith [sq_nonneg ((x 0).re + (x 1).re), sq_nonneg ((x 0).im + (x 1).im)]
  rw [interactionEnergy, groundEnergy_dimer, hsub, hfull]
  norm_num

end

end CounterpoiseDimer
```

```lean
#print axioms CounterpoiseDimer.expect_of_isHermitian
#print axioms CounterpoiseDimer.counterpoise_exact
#print axioms CounterpoiseDimer.spurious_binding
```

```
'CounterpoiseDimer.expect_of_isHermitian' depends on axioms: [propext, Classical.choice, Quot.sound]
'CounterpoiseDimer.counterpoise_exact' depends on axioms: [propext, Classical.choice, Quot.sound]
'CounterpoiseDimer.spurious_binding' depends on axioms: [propext, Classical.choice, Quot.sound]
```
